# The spin-scaling error of the Hartree energy is the Hartree energy of the magnetisation

If the spin-scaling rule for exchange is applied to the Hartree energy as well, a spin-polarised system acquires a spurious repulsion, and for a fully polarised density the Hartree energy doubles. On a finite grid the error is exactly the Hartree energy of the difference between the two spin densities, and for a positive definite interaction it is positive whenever they differ.

In Lean 4 with Mathlib:

```lean
import Mathlib

open Matrix

namespace HartreeSpinScaling

noncomputable section

variable {ι : Type*} [Fintype ι]

/-- The Hartree energy `U[n] = ⟨n, w n⟩ / 2` of a density `n` on a finite grid with
interaction matrix `w`. -/
def hartree (w : Matrix ι ι ℝ) (n : ι → ℝ) : ℝ := (n ⬝ᵥ w *ᵥ n) / 2

/-- The exchange spin-scaling construction: from a functional `F` of the total density it
builds the functional `(F[2u] + F[2d]) / 2` of the two spin components. -/
def spinScaled {V : Type*} [AddCommGroup V] [Module ℝ V] (F : V → ℝ) (u d : V) : ℝ :=
  (F ((2 : ℝ) • u) + F ((2 : ℝ) • d)) / 2

/-- The spin-scaled Hartree energy minus the true Hartree energy of the density `u + d`. -/
def scalingDefect (w : Matrix ι ι ℝ) (u d : ι → ℝ) : ℝ :=
  spinScaled (hartree w) u d - hartree w (u + d)

/-- The interaction is positive definite: `⟨x, w x⟩ > 0` for every nonzero `x`. -/
def PositiveInteraction (w : Matrix ι ι ℝ) : Prop :=
  ∀ x : ι → ℝ, x ≠ 0 → 0 < x ⬝ᵥ w *ᵥ x

/-- The Fock exchange energy of the spin density matrices `γu` and `γd` on the grid. -/
def fockExchange (w γu γd : Matrix ι ι ℝ) : ℝ :=
  -(1 / 2) * ∑ i, ∑ j, w i j * (γu i j ^ 2 + γd i j ^ 2)

/-- For any interaction matrix, the spin-scaling defect of the Hartree energy is the
Hartree energy of the spin magnetisation `u - d`. -/
theorem scalingDefect_eq (w : Matrix ι ι ℝ) (u d : ι → ℝ) :
    scalingDefect w u d = hartree w (u - d) := by
  -- expand both quadratic forms; the cross terms agree
  simp only [scalingDefect, spinScaled, hartree, Matrix.mulVec_add, Matrix.mulVec_sub,
    Matrix.mulVec_smul, add_dotProduct, sub_dotProduct, dotProduct_add, dotProduct_sub,
    smul_dotProduct, dotProduct_smul, smul_eq_mul]
  ring

/-- For a positive definite interaction, the Hartree energy violates exchange spin scaling
by the Hartree energy of `u - d`, which is nonnegative and vanishes only for `u = d`. -/
theorem hartree_violates_spin_scaling {w : Matrix ι ι ℝ} (hw : PositiveInteraction w)
    (u d : ι → ℝ) :
    scalingDefect w u d = hartree w (u - d) ∧ 0 ≤ scalingDefect w u d ∧
      (scalingDefect w u d = 0 ↔ u = d) := by
  refine ⟨scalingDefect_eq w u d, ?_⟩
  rw [scalingDefect_eq]
  by_cases h : u = d
  · subst h
    simp [hartree]
  · -- a nonzero magnetisation has strictly positive Hartree energy
    have hpos : 0 < hartree w (u - d) := half_pos (hw _ (sub_ne_zero.mpr h))
    exact ⟨hpos.le, fun h0 => absurd h0 hpos.ne', fun h1 => absurd h1 h⟩

/-- The interaction is positive definite exactly when the spin-scaling defect is nonnegative
for all spin densities and vanishes only for equal ones. -/
theorem positiveInteraction_iff (w : Matrix ι ι ℝ) :
    PositiveInteraction w ↔
      ∀ u d : ι → ℝ, 0 ≤ scalingDefect w u d ∧ (scalingDefect w u d = 0 ↔ u = d) := by
  constructor
  · intro hw u d
    exact (hartree_violates_spin_scaling hw u d).2
  · intro h x hx
    -- test on the fully polarised pair `(x, 0)`
    obtain ⟨h0, h1⟩ := h x 0
    have hne : scalingDefect w x 0 ≠ 0 := fun h2 => hx (h1.mp h2)
    have hpos : 0 < scalingDefect w x 0 := lt_of_le_of_ne h0 hne.symm
    rw [scalingDefect_eq, sub_zero] at hpos
    unfold hartree at hpos
    linarith

/-- For a fully spin-polarised density, spin scaling gives twice the true Hartree energy. -/
theorem spinScaled_hartree_polarised (w : Matrix ι ι ℝ) (u : ι → ℝ) :
    spinScaled (hartree w) u 0 = 2 * hartree w u := by
  have h := scalingDefect_eq w u 0
  simp only [scalingDefect, add_zero, sub_zero] at h
  linarith

/-- For nonnegative spin densities and a pointwise nonnegative interaction, the spin-scaled
Hartree energy is at most twice the true one. -/
theorem spinScaled_hartree_le {w : Matrix ι ι ℝ} (hw : ∀ i j, 0 ≤ w i j)
    {u d : ι → ℝ} (hu : ∀ i, 0 ≤ u i) (hd : ∀ i, 0 ≤ d i) :
    spinScaled (hartree w) u d ≤ 2 * hartree w (u + d) := by
  -- the repulsion between two nonnegative densities is nonnegative
  have key : ∀ a b : ι → ℝ, (∀ i, 0 ≤ a i) → (∀ i, 0 ≤ b i) → 0 ≤ a ⬝ᵥ w *ᵥ b :=
    fun a b ha hb => Finset.sum_nonneg fun i _ =>
      mul_nonneg (ha i) (Finset.sum_nonneg fun j _ => mul_nonneg (hw i j) (hb j))
  have h1 := key u d hu hd
  have h2 := key d u hd hu
  have h := scalingDefect_eq w u d
  have hdiff : hartree w (u + d) - hartree w (u - d) = u ⬝ᵥ w *ᵥ d + d ⬝ᵥ w *ᵥ u := by
    simp only [hartree, Matrix.mulVec_add, Matrix.mulVec_sub, add_dotProduct,
      sub_dotProduct, dotProduct_add, dotProduct_sub]
    ring
  unfold scalingDefect at h
  linarith

/-- Fock exchange obeys spin scaling exactly: it is recovered from its spin-unpolarised
form, in which each spin carries half of the total density matrix. -/
theorem fockExchange_spin_scaling (w γu γd : Matrix ι ι ℝ) :
    spinScaled (fun γ : Matrix ι ι ℝ =>
      fockExchange w ((1 / 2 : ℝ) • γ) ((1 / 2 : ℝ) • γ)) γu γd = fockExchange w γu γd := by
  have h : ∀ γ : Matrix ι ι ℝ, (1 / 2 : ℝ) • ((2 : ℝ) • γ) = γ := by
    intro γ
    rw [smul_smul]
    norm_num
  -- exchange is a sum of separate contributions of the two spins
  simp only [spinScaled, h, fockExchange, mul_add, Finset.sum_add_distrib]
  ring

/-- The two-site interaction with on-site repulsion `a` and inter-site coupling `b` is
positive definite when `|b| < a`. -/
theorem positiveInteraction_witness {a b : ℝ} (hab : |b| < a) :
    PositiveInteraction !![a, b; b, a] := by
  intro x hx
  obtain ⟨hb1, hb2⟩ := abs_lt.mp hab
  -- split into the symmetric and antisymmetric combinations of the sites
  have hform : x ⬝ᵥ !![a, b; b, a] *ᵥ x =
      (a + b) / 2 * (x 0 + x 1) ^ 2 + (a - b) / 2 * (x 0 - x 1) ^ 2 := by
    simp [dotProduct, Matrix.mulVec, Fin.sum_univ_two]
    ring
  rw [hform]
  have p1 : 0 ≤ (a + b) / 2 * (x 0 + x 1) ^ 2 := mul_nonneg (by linarith) (sq_nonneg _)
  have p2 : 0 ≤ (a - b) / 2 * (x 0 - x 1) ^ 2 := mul_nonneg (by linarith) (sq_nonneg _)
  by_contra hcon
  have hle := le_of_not_gt hcon
  have e1 : (a + b) / 2 * (x 0 + x 1) ^ 2 = 0 := by linarith
  have e2 : (a - b) / 2 * (x 0 - x 1) ^ 2 = 0 := by linarith
  have s1 : x 0 + x 1 = 0 := by
    rcases mul_eq_zero.mp e1 with h | h
    · exfalso; linarith
    · exact (pow_eq_zero_iff two_ne_zero).mp h
  have s2 : x 0 - x 1 = 0 := by
    rcases mul_eq_zero.mp e2 with h | h
    · exfalso; linarith
    · exact (pow_eq_zero_iff two_ne_zero).mp h
  apply hx
  ext i
  fin_cases i
  · show x 0 = 0
    linarith
  · show x 1 = 0
    linarith

end

end HartreeSpinScaling
```

```lean
#print axioms HartreeSpinScaling.hartree_violates_spin_scaling
#print axioms HartreeSpinScaling.positiveInteraction_iff
#print axioms HartreeSpinScaling.spinScaled_hartree_le
#print axioms HartreeSpinScaling.fockExchange_spin_scaling
```

```
'HartreeSpinScaling.hartree_violates_spin_scaling' depends on axioms: [propext, Classical.choice, Quot.sound]
'HartreeSpinScaling.positiveInteraction_iff' depends on axioms: [propext, Classical.choice, Quot.sound]
'HartreeSpinScaling.spinScaled_hartree_le' depends on axioms: [propext, Classical.choice, Quot.sound]
'HartreeSpinScaling.fockExchange_spin_scaling' depends on axioms: [propext, Classical.choice, Quot.sound]
```

## Exchange scaling applied to a classical repulsion

Let \(u\) and \(d\) be the spin-up and spin-down densities. Exchange acts only between electrons of the same spin, so the exchange energy of a polarised system follows from the functional \(E_x[n]\) for unpolarised densities:

\[
E_x[u,d] = \tfrac12\bigl(E_x[2u] + E_x[2d]\bigr).
\]

The Hartree energy is the classical repulsion of the total density \(n = u + d\), whatever the spins. With an interaction matrix \(w\) on the grid it is

\[
U[n] = \tfrac12\langle n, w n\rangle = \tfrac12\sum_{i,j} n_i\, w_{ij}\, n_j .
\]

In the code, `ι` is the finite set of grid points, a density is a real vector `ι → ℝ`, and `hartree w n` is \(U[n]\). Any quadrature weights are taken to be absorbed into \(w\) or \(n\). The construction `spinScaled F u d` is the right-hand side of the exchange rule for an arbitrary functional `F`, and `scalingDefect w u d` is the spin-scaled Hartree energy minus the true one.

The hypothesis `PositiveInteraction w` says that \(\langle x, w x\rangle > 0\) for every nonzero \(x\). Physically, every nonzero charge distribution, including one with both signs, has positive electrostatic self-energy. Under this hypothesis, `hartree_violates_spin_scaling` states three things for all real vectors \(u\) and \(d\): the defect equals \(U[u-d]\), it is nonnegative, and it is zero exactly when \(u = d\). The densities need not be nonnegative or normalised, and \(w\) need not be symmetric. The continuum Coulomb integral is not treated.

For functional development, this matters when Hartree and exchange energies are handled together. Fock exchange obeys the rule, as shown in the last section, so within this finite-grid model applying spin scaling to the sum of the two energies gives an error of \(U[u-d]\), while applying it to exchange alone gives none.

## The cross terms that spin scaling loses

Since \(U\) is quadratic, \(U[2u] = 4U[u] = 2\langle u, wu\rangle\), and likewise for \(d\). The spin-scaled energy is therefore

\[
\tfrac12\bigl(U[2u]+U[2d]\bigr) = \langle u,wu\rangle + \langle d,wd\rangle ,
\]

so the repulsion within each spin is counted twice and the repulsion between opposite spins is missing. The true energy counts each of them once:

\[
U[u+d] = \tfrac12\bigl(\langle u,wu\rangle + \langle u,wd\rangle + \langle d,wu\rangle + \langle d,wd\rangle\bigr).
\]

Subtracting gives

\[
\tfrac12\bigl(\langle u,wu\rangle - \langle u,wd\rangle - \langle d,wu\rangle + \langle d,wd\rangle\bigr) = U[u-d].
\]

The two cross terms are never combined, so symmetry of \(w\) plays no part. The proof of `scalingDefect_eq` follows the same route: `simp only` expands the products by linearity, and `ring` compares the results.

The sign and the equality case follow from the identity. If \(u = d\), the defect is \(U[0] = 0\). If \(u \neq d\), then \(u-d\) is a nonzero vector and positivity of the interaction gives \(U[u-d] > 0\). The main theorem makes this case distinction with `by_cases`.

## Positive definiteness is equivalent to the sign and equality case

The theorem `positiveInteraction_iff` adds the converse: if the defect has the stated sign and equality case for all \(u\) and \(d\), then \(w\) is positive definite. To see this, take a nonzero \(x\) and set \(u = x\), \(d = 0\). The defect is then \(U[x]\). It is nonnegative by assumption and nonzero because \(x \neq 0\), so \(\langle x,wx\rangle = 2U[x] > 0\).

Nonnegative matrix entries are not enough. Take two sites with the on-site repulsion left out,

\[
w = \begin{pmatrix} 0 & 1\\ 1 & 0\end{pmatrix},\qquad u = (1,0),\qquad d = (0,1).
\]

The spin-scaled energy is \(0\), the true energy is \(U[u+d] = 1\), and the defect is \(-1\).

A sufficiently strong on-site term restores positivity. For on-site repulsion \(a\) and inter-site coupling \(b\),

\[
\langle x,wx\rangle = \tfrac{a+b}{2}(x_0+x_1)^2 + \tfrac{a-b}{2}(x_0-x_1)^2 .
\]

When \(|b| < a\), both coefficients are positive, so the form vanishes only if \(x_0+x_1\) and \(x_0-x_1\) are both zero, that is, if \(x = 0\). This is the argument of `positiveInteraction_witness`.

Positivity could also have been expressed by Mathlib's `Matrix.PosDef`, which includes symmetry of a real matrix. The main theorem would then cover fewer matrices, and the converse would need symmetry as an extra assumption, because the defect depends only on the symmetric part of \(w\).

## At most a factor of two

For a fully polarised density, \(d = 0\) and the defect is \(U[u]\), so spin scaling returns \(2U[u]\). This is `spinScaled_hartree_polarised`, and it holds for any \(w\).

If all entries of \(w\), \(u\) and \(d\) are nonnegative, `spinScaled_hartree_le` shows that the spin-scaled energy never exceeds twice the true one. By the identity, the remaining margin is

\[
2U[u+d] - \tfrac12\bigl(U[2u]+U[2d]\bigr) = U[u+d]-U[u-d] = \langle u,wd\rangle + \langle d,wu\rangle \ge 0 .
\]

In the proof, `key` shows that such cross terms are sums of nonnegative products, and `hdiff` is the second equality.

## Fock exchange obeys the rule

For real spin density matrices \(\gamma^u\) and \(\gamma^d\), `fockExchange` is

\[
E_x[\gamma^u,\gamma^d] = -\tfrac12\sum_{i,j} w_{ij}\bigl((\gamma^u_{ij})^2 + (\gamma^d_{ij})^2\bigr).
\]

Its unpolarised form gives each spin half of the total matrix: \(E_x^0[\gamma] = E_x[\gamma/2,\gamma/2]\). Hence \(E_x^0[2\gamma^u] = -\sum_{i,j} w_{ij}(\gamma^u_{ij})^2\), and averaging this with the corresponding term for \(\gamma^d\) recovers \(E_x[\gamma^u,\gamma^d]\). In `fockExchange_spin_scaling`, the auxiliary fact `h` cancels the factors \(\tfrac12\) and \(2\), after which the sums are split by spin and compared. The theorem concerns exchange as a functional of density matrices, not of densities alone. The rule works here because the exchange energy is a sum of one term for each spin, given by the same expression for both, with no term that couples them. The Hartree energy does contain such coupling terms.
